# Composition of two time steps for the phi functions of exponential integrators

The phi function of order k is the series φₖ(A) = Σⱼ Aʲ/(j+k)!, so that φ₀ is the exponential; such functions appear in exponential integrators for linear evolution with a generator A. The theorem `phi_add_time` says that, for complex steps s and t, (s+t)ᵏ φₖ((s+t)A) equals sᵏ φₖ(sA) φ₀(tA) plus the sum over m < k of sᵐ tᵏ⁻ᵐ/m! · φₖ₋ₘ(tA). Here A is any element of a complete complex normed algebra, which covers matrices and bounded operators on a Banach space, but not unbounded Hamiltonians. The proof writes both sides as sums of series, using a Cauchy product for φₖ(sA) φ₀(tA), and compares the coefficients of Aⁿ by the binomial theorem. Uniqueness of the sum then gives the identity.

Lean 4 with Mathlib refuses this proof:

```lean
import Mathlib

open Finset
open scoped Nat

namespace ExponentialIntegratorPhi

noncomputable section

/-- The exponential-integrator function of order `k`: the series of `A ^ j / (j + k)!`. -/
def phi {R : Type*} [Ring R] [Algebra ℂ R] [TopologicalSpace R] (k : ℕ) (A : R) : R :=
  ∑' j : ℕ, ((j + k)! : ℂ)⁻¹ • A ^ j

section Banach

variable {R : Type*} [NormedRing R] [NormedAlgebra ℂ R]

/-- For every element `A` of a complex normed algebra, the norms of the terms of the series defining
`phi k A` are summable. -/
theorem phi_summable_norm (k : ℕ) (A : R) :
    Summable (fun j : ℕ => ‖((j + k)! : ℂ)⁻¹ • A ^ j‖) := by
  have hpow : ∀ j : ℕ, ‖A ^ j‖ ≤ ‖(1 : R)‖ * ‖A‖ ^ j := by
    intro j
    induction j with
    | zero => simp
    | succ j ih =>
      calc ‖A ^ (j + 1)‖ ≤ ‖A ^ j‖ * ‖A‖ := by rw [pow_succ]; exact norm_mul_le _ _
        _ ≤ (‖(1 : R)‖ * ‖A‖ ^ j) * ‖A‖ := by gcongr
        _ = ‖(1 : R)‖ * ‖A‖ ^ (j + 1) := by ring
  -- compare with the scalar exponential series
  refine Summable.of_nonneg_of_le (fun j => norm_nonneg _) (fun j => ?_)
    ((Real.summable_pow_div_factorial ‖A‖).mul_left ‖(1 : R)‖)
  have hf : ((j + k)! : ℝ)⁻¹ ≤ (j ! : ℝ)⁻¹ := by
    have h0 : (0 : ℝ) < (j ! : ℝ) := by exact_mod_cast Nat.factorial_pos j
    have h1 : (j ! : ℝ) ≤ ((j + k)! : ℝ) := by
      exact_mod_cast Nat.factorial_le (Nat.le_add_right j k)
    exact inv_anti₀ h0 h1
  calc ‖((j + k)! : ℂ)⁻¹ • A ^ j‖ = ((j + k)! : ℝ)⁻¹ * ‖A ^ j‖ := by
        rw [norm_smul, norm_inv, Complex.norm_natCast]
    _ ≤ (j ! : ℝ)⁻¹ * (‖(1 : R)‖ * ‖A‖ ^ j) :=
        mul_le_mul hf (hpow j) (norm_nonneg _) (by positivity)
    _ = ‖(1 : R)‖ * (‖A‖ ^ j / (j ! : ℝ)) := by ring

variable [CompleteSpace R]

lemma phi_hasSum (k : ℕ) (A : R) :
    HasSum (fun j : ℕ => ((j + k)! : ℂ)⁻¹ • A ^ j) (phi k A) :=
  (phi_summable_norm k A).of_norm.hasSum

/-- The binomial theorem for `(s + t) ^ (n + k) / (n + k)!`, split at the `k`-th term. -/
lemma binomial_split (s t : ℂ) (k n : ℕ) :
    (s + t) ^ (n + k) * ((n + k)! : ℂ)⁻¹ =
      ∑ i ∈ range (n + 1),
        s ^ (i + k) * ((i + k)! : ℂ)⁻¹ * (t ^ (n - i) * ((n - i)! : ℂ)⁻¹) +
      ∑ m ∈ range k,
        s ^ m * (m ! : ℂ)⁻¹ * (t ^ (n + (k - m)) * ((n + (k - m))! : ℂ)⁻¹) := by
  have h : (s + t) ^ (n + k) * ((n + k)! : ℂ)⁻¹ = ∑ m ∈ range (k + (n + 1)),
      s ^ m * (m ! : ℂ)⁻¹ * (t ^ (n + k - m) * ((n + k - m)! : ℂ)⁻¹) := by
    rw [add_pow, Finset.sum_mul, show n + k + 1 = k + (n + 1) by omega]
    refine Finset.sum_congr rfl fun m hm => ?_
    have hm' : m ≤ n + k := by have := Finset.mem_range.mp hm; omega
    have h1 : ((n + k)! : ℂ) ≠ 0 := by exact_mod_cast Nat.factorial_ne_zero _
    have h2 : (m ! : ℂ) ≠ 0 := by exact_mod_cast Nat.factorial_ne_zero _
    have h3 : ((n + k - m)! : ℂ) ≠ 0 := by exact_mod_cast Nat.factorial_ne_zero _
    have hc : ((n + k).choose m : ℂ) * ((n + k)! : ℂ)⁻¹
        = (m ! : ℂ)⁻¹ * ((n + k - m)! : ℂ)⁻¹ := by
      rw [Nat.cast_choose ℂ hm']
      field_simp
    linear_combination s ^ m * t ^ (n + k - m) * hc
  rw [h, Finset.sum_range_add, add_comm]
  refine congrArg₂ (· + ·) (Finset.sum_congr rfl fun i _ => ?_)
    (Finset.sum_congr rfl fun m hm => ?_)
  · rw [show n + k - (k + i) = n - i by omega, add_comm k i]
  · have := Finset.mem_range.mp hm
    rw [show n + k - m = n + (k - m) by omega]

/-- Composition of two time steps `s` and `t`: `(s + t) ^ k` times the phi function of order `k` for
the total step is expressed through phi functions of the separate steps. -/
theorem phi_add_time (k : ℕ) (s t : ℂ) (A : R) :
    (s + t) ^ k • phi k ((s + t) • A) =
      s ^ k • (phi k (s • A) * phi 0 (t • A)) +
      ∑ m ∈ range k, (s ^ m * t ^ (k - m) * (m ! : ℂ)⁻¹) • phi (k - m) (t • A) := by
  have h1 := (phi_hasSum k ((s + t) • A)).const_smul ((s + t) ^ k)
  -- Cauchy product of the two series
  have hs := phi_summable_norm k (s • A)
  have ht := phi_summable_norm 0 (t • A)
  have h2 := (summable_norm_sum_mul_range_of_summable_norm hs ht).of_norm.hasSum
  rw [← tsum_mul_tsum_eq_tsum_sum_range_of_summable_norm hs ht] at h2
  have h3 := hasSum_sum (s := range k) fun m _ =>
    (phi_hasSum (k - m) (t • A)).const_smul (s ^ m * t ^ (k - m) * (m ! : ℂ)⁻¹)
  refine h1.unique ?_
  convert (h2.const_smul (s ^ k)).add h3 using 1
  funext n
  -- compare the coefficients of `A ^ n`
  change _ = s ^ k • (∑ i ∈ range (n + 1), (((i + k)! : ℂ)⁻¹ • (s • A) ^ i) *
      (((n - i + 0)! : ℂ)⁻¹ • (t • A) ^ (n - i))) +
    ∑ m ∈ range k, (s ^ m * t ^ (k - m) * (m ! : ℂ)⁻¹) •
      (((n + (k - m))! : ℂ)⁻¹ • (t • A) ^ n)
  have e1 : (s + t) ^ k • (((n + k)! : ℂ)⁻¹ • ((s + t) • A) ^ n)
      = ((s + t) ^ (n + k) * ((n + k)! : ℂ)⁻¹) • A ^ n := by
    rw [smul_pow, smul_smul, smul_smul]
    congr 1
    ring
  refine e1.trans ?_
  rw [binomial_split, add_smul, Finset.sum_smul, Finset.sum_smul, Finset.smul_sum]
  refine congrArg₂ (· + ·) (Finset.sum_congr rfl fun i hi => ?_)
    (Finset.sum_congr rfl fun m _ => ?_)
  · have hA : A ^ i * A ^ (n - i) = A ^ n := by
      have := Finset.mem_range.mp hi
      rw [← pow_add, show i + (n - i) = n by omega]
    simp only [smul_pow, smul_mul_assoc, mul_smul_comm, smul_smul, hA, add_zero]
    congr 1
    ring
  · simp only [smul_pow, smul_smul]
    congr 1
    ring

end Banach

end

end ExponentialIntegratorPhi
```

Messages:

```
Main.lean:93:2: error: Tactic `apply` failed: could not unify the conclusion of `@funext`
  ?f = ?g
with the goal
  inst✝².toAddCommMonoid = NonUnitalSeminormedRing.toSeminormedAddCommGroup.toAddCommMonoid

Note: The full type of `@funext` is
  ∀ {α : Sort ?u.164} {β : α → Sort ?u.163} {f g : (x : α) → β x}, (∀ (x : α), f x = g x) → f = g

case e'_3
R : Type u_1
inst✝² : NormedRing R
inst✝¹ : NormedAlgebra ℂ R
inst✝ : CompleteSpace R
k : ℕ
s t : ℂ
A : R
h1 : HasSum (fun i => (s + t) ^ k • (↑(i + k)!)⁻¹ • ((s + t) • A) ^ i) ((s + t) ^ k • phi k ((s + t) • A))
hs : Summable fun j => ‖(↑(j + k)!)⁻¹ • (s • A) ^ j‖
ht : Summable fun j => ‖(↑(j + 0)!)⁻¹ • (t • A) ^ j‖
h2 :
  HasSum (fun n => ∑ k_1 ∈ range (n + 1), (↑(k_1 + k)!)⁻¹ • (s • A) ^ k_1 * (↑(n - k_1 + 0)!)⁻¹ • (t • A) ^ (n - k_1))
    ((∑' (n : ℕ), (↑(n + k)!)⁻¹ • (s • A) ^ n) * ∑' (n : ℕ), (↑(n + 0)!)⁻¹ • (t • A) ^ n)
h3 :
  HasSum (fun b => ∑ i ∈ range k, (s ^ i * t ^ (k - i) * (↑i !)⁻¹) • (↑(b + (k - i))!)⁻¹ • (t • A) ^ b)
    (∑ i ∈ range k, (s ^ i * t ^ (k - i) * (↑i !)⁻¹) • phi (k - i) (t • A))
⊢ inst✝².toAddCommMonoid = NonUnitalSeminormedRing.toSeminormedAddCommGroup.toAddCommMonoid
```

Cause. The one error is at `funext n`, which proves that two functions are equal. The goal it met was an equation between two `AddCommMonoid` structures on `R`, one taken from the ring structure and the other reached through `NonUnitalSeminormedRing`.

That goal came from `convert ... using 1`. A `HasSum` statement carries the additive structure as a hidden argument, besides the series and its value. `convert` matched the two statements argument by argument and left the equation between the structures as a goal, ahead of the comparison of coefficients that the script expected.

The repair never asks for that equation. `suffices key` states the equality of the coefficients for every `n`, in the form that `change` used to impose, so `change` is no longer needed. `rw [funext key] at h1` puts the new coefficients into the first series, and `exact h1.unique (...)` compares the sums. There Lean has to check that the two structures agree by definition, which it does by unfolding them. `intro n` then begins the proof of `key`, and the old calculation follows unchanged. The rewording of the comment is mere tidying.

As a diff, the version that Lean accepts:

```diff
@@ -89,12 +89,13 @@
   have h3 := hasSum_sum (s := range k) fun m _ =>
     (phi_hasSum (k - m) (t • A)).const_smul (s ^ m * t ^ (k - m) * (m ! : ℂ)⁻¹)
-  refine h1.unique ?_
-  convert (h2.const_smul (s ^ k)).add h3 using 1
-  funext n
-  -- compare the coefficients of `A ^ n`
-  change _ = s ^ k • (∑ i ∈ range (n + 1), (((i + k)! : ℂ)⁻¹ • (s • A) ^ i) *
-      (((n - i + 0)! : ℂ)⁻¹ • (t • A) ^ (n - i))) +
-    ∑ m ∈ range k, (s ^ m * t ^ (k - m) * (m ! : ℂ)⁻¹) •
-      (((n + (k - m))! : ℂ)⁻¹ • (t • A) ^ n)
+  -- it suffices to compare the coefficients of `A ^ n`
+  suffices key : ∀ n : ℕ, (s + t) ^ k • (((n + k)! : ℂ)⁻¹ • ((s + t) • A) ^ n) =
+      s ^ k • (∑ i ∈ range (n + 1), (((i + k)! : ℂ)⁻¹ • (s • A) ^ i) *
+        (((n - i + 0)! : ℂ)⁻¹ • (t • A) ^ (n - i))) +
+      ∑ m ∈ range k, (s ^ m * t ^ (k - m) * (m ! : ℂ)⁻¹) •
+        (((n + (k - m))! : ℂ)⁻¹ • (t • A) ^ n) by
+    rw [funext key] at h1
+    exact h1.unique ((h2.const_smul (s ^ k)).add h3)
+  intro n
   have e1 : (s + t) ^ k • (((n + k)! : ℂ)⁻¹ • ((s + t) • A) ^ n)
       = ((s + t) ^ (n + k) * ((n + k)! : ℂ)⁻¹) • A ^ n := by
```
